# No irreducible linear quantization with T(1) = 1 and ħ ≠ 0 turns every polynomial Poisson bracket into a commutator

Whether classical observables can be replaced by operators so that every Poisson bracket becomes a commutator depends on which operator systems are admitted. Here the system must be irreducible in an algebraic sense: only scalar multiples of 1 commute with both the position and the momentum operator.

Let T be a linear map from complex polynomials in q and p to a complex algebra A with 1 ≠ 0. Write [x,y] = xy − yx and {f,g} = ∂f/∂q ∂g/∂p − ∂f/∂p ∂g/∂q. For real ħ ≠ 0, no such T has T(1) = 1, is irreducible, and obeys Dirac's rule for all f and g:

[T(f),T(g)] = iħ T({f,g}).

## Commutators computed from Poisson brackets

A code that builds operators from classical polynomials relies on this rule if it obtains a commutator by quantizing a Poisson bracket. For one degree of freedom, T(1) = 1 and an irreducible pair Q, P, the shortcut fails for at least one pair of polynomials of degree at most three. Computing the commutator from the operators themselves avoids this error.

In a truncated basis there is a further error: [Q,P] has trace zero for finite matrices, so it cannot equal iħ times the identity.

## From quadratic rules to a cubic contradiction

Suppose T exists. Put Q = T(q), P = T(p), z = iħ and S = (QP + PQ)/2. For monomials,

{qᵃpᵇ, qᶜpᵈ} = (ad − bc) qᵃ⁺ᶜ⁻¹pᵇ⁺ᵈ⁻¹,

with coefficient zero wherever an exponent would be negative. In particular [Q,P] = z.

**Quadratics.** Dirac's rule gives [T(q²),Q] = 0 and [T(q²),P] = 2zQ, the same commutators as Q² has. The difference T(q²) − Q² commutes with Q and P, so it is a scalar. Likewise T(p²) − P² and T(qp) − S are scalars, since [P²,Q] = −2zP, [S,Q] = −zQ and [S,P] = zP. Scalars drop out of commutators, so three more brackets remove them:

2z T(q²) = [Q²,S] = 2zQ²
−2z T(p²) = [P²,S] = −2zP²
4z T(qp) = [Q²,P²] = 4zS.

**Cubics.** Now [T(q³),Q] = 0 and [T(q³),P] = 3zT(q²) = 3zQ², as for Q³. Similarly, T(p³) has the same commutators with Q and P as P³, namely −3zP² and 0. Both differences are therefore scalars, and

3z T(q³) = [Q³,S] = 3zQ³
−3z T(p³) = [P³,S] = −3zP³
6z T(q²p) = [Q³,P²] = 3z(Q²P + PQ²)
−6z T(qp²) = [P³,Q²] = −3z(QP² + P²Q).

Moving each Q to the left with PQ = QP − z gives T(q²p) = Q²P − zQ and T(qp²) = QP² − zP.

**Contradiction.** Since {q³,p³} = 9q²p² and {q²p,qp²} = 3q²p², Dirac's rule requires

[Q³,P³] − 3[T(q²p),T(qp²)] = 0.

The same reordering gives

[Q³,P³] = 9zQ²P² − 18z²QP + 6z³
[T(q²p),T(qp²)] = 3zQ²P² − 6z²QP + z³.

The left side is therefore 3z³ = −3iħ³ times 1, which is not zero.

In Lean 4 with Mathlib:

```lean
import Mathlib

open Complex (I)
open MvPolynomial (X pderiv)

namespace GroenewoldObstruction

noncomputable section

/-- The commutator `[x, y] = xy - yx`. -/
def comm {A : Type*} [Ring A] (x y : A) : A := x * y - y * x

/-- The symmetrized product `(xy + yx)/2`. -/
def sym {A : Type*} [Ring A] [Algebra ℂ A] (x y : A) : A := (1 / 2 : ℂ) • (x * y + y * x)

/-- Only scalars commute with both `Q` and `P`. -/
def OnlyScalarsCommute {A : Type*} [Ring A] [Algebra ℂ A] (Q P : A) : Prop :=
  ∀ x : A, x * Q = Q * x → x * P = P * x → ∃ c : ℂ, x = c • (1 : A)

/-- Polynomial observables in `q = X 0` and `p = X 1`. -/
abbrev Phase := MvPolynomial (Fin 2) ℂ

/-- The Poisson bracket `∂f/∂q ∂g/∂p - ∂f/∂p ∂g/∂q`. -/
def poisson (f g : Phase) : Phase := pderiv 0 f * pderiv 1 g - pderiv 1 f * pderiv 0 g

/-- The monomial `q^a p^b`. -/
def mono (a b : ℕ) : Phase := X 0 ^ a * X 1 ^ b

variable {A : Type*} [Ring A] [Algebra ℂ A] {ħ : ℝ} {T : Phase →ₗ[ℂ] A}

/-- Dirac's rule `[Tf, Tg] = iħ T{f,g}` for `f` of degree at most `m` and `g` of degree
at most `n`. -/
def DiracRule (ħ : ℝ) (T : Phase →ₗ[ℂ] A) (m n : ℕ) : Prop :=
  ∀ f g : Phase, f.totalDegree ≤ m → g.totalDegree ≤ n →
    comm (T f) (T g) = (I * ħ) • T (poisson f g)

/-- The bracket of `q^a p^b` and `q^c p^d` is `(ad - bc) q^(a+c-1) p^(b+d-1)`; where an
exponent would be negative, the coefficient is zero. -/
theorem poisson_mono (a b c d : ℕ) : poisson (mono a b) (mono c d) =
    ((a : ℂ) * d - b * c) • mono (a + c - 1) (b + d - 1) := by
  have h01 : (0 : Fin 2) ≠ 1 := by decide
  have d0 : ∀ a b : ℕ, pderiv 0 (mono a b) = (a : Phase) * (X 0 ^ (a - 1) * X 1 ^ b) := by
    intro a b
    simp only [mono, Derivation.leibniz, Derivation.leibniz_pow, MvPolynomial.pderiv_X_self,
      MvPolynomial.pderiv_X_of_ne h01.symm, smul_eq_mul, nsmul_eq_mul,
      mul_one]
    ring
  have d1 : ∀ a b : ℕ, pderiv 1 (mono a b) = (b : Phase) * (X 0 ^ a * X 1 ^ (b - 1)) := by
    intro a b
    simp only [mono, Derivation.leibniz, Derivation.leibniz_pow, MvPolynomial.pderiv_X_self,
      MvPolynomial.pderiv_X_of_ne h01, smul_eq_mul, nsmul_eq_mul, mul_one]
    ring
  have key : ∀ (x : Phase) (a c : ℕ),
      (a : Phase) * (x ^ (a - 1) * x ^ c) = a * x ^ (a + c - 1) := by
    intro x a c
    rcases a with _ | a
    · simp
    · rw [← pow_add, show a + 1 - 1 + c = a + 1 + c - 1 by omega]
  have k2 := key (X 1) d b
  have k3 := key (X 0) c a
  rw [add_comm d b] at k2
  rw [add_comm c a] at k3
  rw [poisson, d0, d1, d0, d1, MvPolynomial.smul_eq_C_mul, mono]
  simp only [map_sub, map_mul, map_natCast]
  linear_combination ((d : Phase) * (X 1 ^ (d - 1) * X 1 ^ b)) * key (X 0) a c
    + (a * X 0 ^ (a + c - 1)) * k2 - ((b : Phase) * (X 1 ^ (b - 1) * X 1 ^ d)) * k3
    - (c * X 0 ^ (a + c - 1)) * key (X 1) b d

/-- Dirac's rule for two monomials within its range of degrees. -/
theorem dirac_mono {m n : ℕ} (h : DiracRule ħ T m n) (a b c d : ℕ) (hab : a + b ≤ m)
    (hcd : c + d ≤ n) : comm (T (mono a b)) (T (mono c d)) =
      (I * ħ * ((a : ℂ) * d - b * c)) • T (mono (a + c - 1) (b + d - 1)) := by
  have deg : ∀ a b : ℕ, (mono a b).totalDegree ≤ a + b := by
    intro a b
    rw [mono]
    exact (MvPolynomial.totalDegree_mul _ _).trans (by simp [MvPolynomial.totalDegree_X_pow])
  rw [h _ _ ((deg a b).trans hab) ((deg c d).trans hcd), poisson_mono, map_smul, smul_smul]

/-- If only scalars commute with `Q` and `P`, two elements with the same commutators with
`Q` and `P` have the same commutators with every element. -/
theorem same_commutators {Q P x y : A} (hirr : OnlyScalarsCommute Q P)
    (hQ : comm x Q = comm y Q) (hP : comm x P = comm y P) (w : A) :
    comm x w = comm y w ∧ comm w x = comm w y := by
  simp only [comm] at hQ hP
  obtain ⟨c, hc⟩ := hirr (x - y) (by linear_combination (norm := noncomm_ring) hQ)
    (by linear_combination (norm := noncomm_ring) hP)
  have hx : x = y + c • (1 : A) := by rw [← hc]; abel
  constructor <;> simp only [comm, hx, add_mul, mul_add, smul_mul_assoc, mul_smul_comm,
    one_mul, mul_one] <;> abel

/-- Commutators of quadratic and cubic expressions in a pair with `[Q, P] = z`. -/
theorem weyl_commutators {Q P : A} {z : ℂ} (h : comm Q P = z • (1 : A)) :
    (comm (Q ^ 2) P = (z * 2) • Q ∧ comm (P ^ 2) Q = (z * (-2)) • P ∧
      comm (sym Q P) Q = (z * (-1)) • Q ∧ comm (sym Q P) P = (z * 1) • P ∧
      comm (Q ^ 2) (sym Q P) = (z * 2) • Q ^ 2 ∧
      comm (P ^ 2) (sym Q P) = (z * (-2)) • P ^ 2 ∧
      comm (Q ^ 2) (P ^ 2) = (z * 4) • sym Q P) ∧
    (comm (Q ^ 3) P = (z * 3) • Q ^ 2 ∧ comm (P ^ 3) Q = (z * (-3)) • P ^ 2 ∧
      comm (Q ^ 3) (sym Q P) = (z * 3) • Q ^ 3 ∧
      comm (P ^ 3) (sym Q P) = (z * (-3)) • P ^ 3 ∧
      comm (Q ^ 3) (P ^ 2) = (z * 6) • sym (Q ^ 2) P ∧
      comm (P ^ 3) (Q ^ 2) = (z * (-6)) • sym Q (P ^ 2)) := by
  -- move every `Q` to the left of every `P`
  have r : P * Q = Q * P - z • (1 : A) := by rw [← h, comm]; abel
  have r' : ∀ x : A, P * (Q * x) = Q * (P * x) - z • x := fun x => by
    rw [← mul_assoc, r, sub_mul, smul_mul_assoc, one_mul, mul_assoc]
  refine ⟨⟨?_, ?_, ?_, ?_, ?_, ?_, ?_⟩, ?_, ?_, ?_, ?_, ?_, ?_⟩ <;>
    simp only [comm, sym, pow_succ, pow_zero, one_mul, mul_one, mul_add, add_mul, mul_sub,
      sub_mul, smul_mul_assoc, mul_smul_comm, mul_assoc, r, r'] <;> module

/-- If `[Q, P] = z`, then `[Q³, P³]` minus three times the commutator of `(Q²P + PQ²)/2` and
`(QP² + P²Q)/2` is the scalar `3z³`. -/
theorem cubic_mismatch {Q P : A} {z : ℂ} (h : comm Q P = z • (1 : A)) :
    comm (Q ^ 3) (P ^ 3) - (3 : ℂ) • comm (sym (Q ^ 2) P) (sym Q (P ^ 2)) =
      (3 * z ^ 3) • (1 : A) := by
  have r : P * Q = Q * P - z • (1 : A) := by rw [← h, comm]; abel
  have r' : ∀ x : A, P * (Q * x) = Q * (P * x) - z • x := fun x => by
    rw [← mul_assoc, r, sub_mul, smul_mul_assoc, one_mul, mul_assoc]
  simp only [comm, sym, pow_succ, pow_zero, one_mul, mul_one, mul_add, add_mul, mul_sub,
    sub_mul, smul_mul_assoc, mul_smul_comm, mul_assoc, r, r']
  module

/-- For `ħ ≠ 0`, `T(1) = 1` and only scalars commuting with `Q = Tq` and `P = Tp`, Dirac's rule
up to degree two gives `[Q, P] = iħ` and fixes `T` on `q²`, `p²` and `qp`. -/
theorem quadratic_rules (hħ : ħ ≠ 0) (h1 : T 1 = 1) (h : DiracRule ħ T 2 2)
    (hirr : OnlyScalarsCommute (T (mono 1 0)) (T (mono 0 1))) :
    comm (T (mono 1 0)) (T (mono 0 1)) = (I * ħ) • (1 : A) ∧
    T (mono 2 0) = T (mono 1 0) ^ 2 ∧ T (mono 0 2) = T (mono 0 1) ^ 2 ∧
    T (mono 1 1) = sym (T (mono 1 0)) (T (mono 0 1)) := by
  have hz : I * (ħ : ℂ) ≠ 0 := mul_ne_zero Complex.I_ne_zero (by exact_mod_cast hħ)
  have cancel : ∀ (k : ℂ) (x y : A), k ≠ 0 → (I * ħ * k) • x = (I * ħ * k) • y → x = y :=
    fun k x y hk e => by
      rw [← inv_smul_smul₀ (mul_ne_zero hz hk) x, e, inv_smul_smul₀ (mul_ne_zero hz hk)]
  have pc : ∀ x : A, comm (x ^ 2) x = 0 := fun x => by rw [comm]; noncomm_ring
  have D := dirac_mono h
  have ccr : comm (T (mono 1 0)) (T (mono 0 1)) = (I * ħ) • (1 : A) := by
    have h00 : T (mono 0 0) = 1 := by simpa [mono] using h1
    rw [← h00]
    exact (D 1 0 0 1 (by omega) (by omega)).trans (by norm_num)
  obtain ⟨⟨w1, w2, w3, w4, w5, w6, w7⟩, -⟩ := weyl_commutators ccr
  -- each quadratic image agrees with its candidate inside commutators
  have hq := same_commutators hirr (x := T (mono 2 0)) (y := T (mono 1 0) ^ 2)
    ((D 2 0 1 0 (by omega) (by omega)).trans (by rw [pc]; norm_num))
    ((D 2 0 0 1 (by omega) (by omega)).trans (by rw [w1]; norm_num))
  have hp := same_commutators hirr (x := T (mono 0 2)) (y := T (mono 0 1) ^ 2)
    ((D 0 2 1 0 (by omega) (by omega)).trans (by rw [w2]; norm_num))
    ((D 0 2 0 1 (by omega) (by omega)).trans (by rw [pc]; norm_num))
  have hs := same_commutators hirr (x := T (mono 1 1)) (y := sym (T (mono 1 0)) (T (mono 0 1)))
    ((D 1 1 1 0 (by omega) (by omega)).trans (by rw [w3]; norm_num))
    ((D 1 1 0 1 (by omega) (by omega)).trans (by rw [w4]; norm_num))
  -- the remaining brackets remove the free scalars
  have a : T (mono 2 0) = T (mono 1 0) ^ 2 := cancel 2 _ _ (by norm_num) (by
    rw [← w5, ← (hs _).2, ← (hq _).1, D 2 0 1 1 (by omega) (by omega)]; norm_num)
  have b : T (mono 0 2) = T (mono 0 1) ^ 2 := cancel (-2) _ _ (by norm_num) (by
    rw [← w6, ← (hs _).2, ← (hp _).1, D 0 2 1 1 (by omega) (by omega)]; norm_num)
  refine ⟨ccr, a, b, cancel 4 _ _ (by norm_num) ?_⟩
  rw [← w7, ← a, ← b, D 2 0 0 2 (by omega) (by omega)]
  norm_num

/-- For `ħ ≠ 0`, `T(1) = 1` and only scalars commuting with `Tq` and `Tp`, Dirac's rule for `f` of
degree at most three and `g` of degree at most two fixes `T` on all cubic monomials. -/
theorem cubic_rules (hħ : ħ ≠ 0) (h1 : T 1 = 1) (h : DiracRule ħ T 3 2)
    (hirr : OnlyScalarsCommute (T (mono 1 0)) (T (mono 0 1))) :
    T (mono 3 0) = T (mono 1 0) ^ 3 ∧ T (mono 0 3) = T (mono 0 1) ^ 3 ∧
    T (mono 2 1) = sym (T (mono 1 0) ^ 2) (T (mono 0 1)) ∧
    T (mono 1 2) = sym (T (mono 1 0)) (T (mono 0 1) ^ 2) := by
  have hz : I * (ħ : ℂ) ≠ 0 := mul_ne_zero Complex.I_ne_zero (by exact_mod_cast hħ)
  have cancel : ∀ (k : ℂ) (x y : A), k ≠ 0 → (I * ħ * k) • x = (I * ħ * k) • y → x = y :=
    fun k x y hk e => by
      rw [← inv_smul_smul₀ (mul_ne_zero hz hk) x, e, inv_smul_smul₀ (mul_ne_zero hz hk)]
  have pc : ∀ x : A, comm (x ^ 3) x = 0 := fun x => by rw [comm]; noncomm_ring
  have D := dirac_mono h
  obtain ⟨ccr, q2, p2, qp⟩ := quadratic_rules hħ h1
    (fun f g hf hg => h f g (hf.trans (by omega)) hg) hirr
  obtain ⟨-, w1, w2, w3, w4, w5, w6⟩ := weyl_commutators ccr
  have hq := same_commutators hirr (x := T (mono 3 0)) (y := T (mono 1 0) ^ 3)
    ((D 3 0 1 0 (by omega) (by omega)).trans (by rw [pc]; norm_num))
    ((D 3 0 0 1 (by omega) (by omega)).trans (by rw [w1, ← q2]; norm_num))
  have hp := same_commutators hirr (x := T (mono 0 3)) (y := T (mono 0 1) ^ 3)
    ((D 0 3 1 0 (by omega) (by omega)).trans (by rw [w2, ← p2]; norm_num))
    ((D 0 3 0 1 (by omega) (by omega)).trans (by rw [pc]; norm_num))
  refine ⟨cancel 3 _ _ (by norm_num) ?_, cancel (-3) _ _ (by norm_num) ?_,
    cancel 6 _ _ (by norm_num) ?_, cancel (-6) _ _ (by norm_num) ?_⟩
  · rw [← w3, ← qp, ← (hq _).1, D 3 0 1 1 (by omega) (by omega)]; norm_num
  · rw [← w4, ← qp, ← (hp _).1, D 0 3 1 1 (by omega) (by omega)]; norm_num
  · rw [← w5, ← p2, ← (hq _).1, D 3 0 0 2 (by omega) (by omega)]; norm_num
  · rw [← w6, ← q2, ← (hp _).1, D 0 3 2 0 (by omega) (by omega)]; norm_num

/-- In a nontrivial algebra with `ħ ≠ 0` and `T(1) = 1`, Dirac's rule up to degree three forces
a nonscalar element that commutes with both `Tq` and `Tp`. -/
theorem groenewold_cubic [Nontrivial A] (hħ : ħ ≠ 0) (h1 : T 1 = 1) (h : DiracRule ħ T 3 3) :
    ¬ OnlyScalarsCommute (T (mono 1 0)) (T (mono 0 1)) := by
  intro hirr
  have h32 : DiracRule ħ T 3 2 := fun f g hf hg => h f g hf (hg.trans (by omega))
  obtain ⟨ccr, -⟩ := quadratic_rules hħ h1
    (fun f g hf hg => h32 f g (hf.trans (by omega)) hg) hirr
  obtain ⟨q3, p3, qqp, qpp⟩ := cubic_rules hħ h1 h32 hirr
  -- `{q³,p³} = 9q²p²` and `{q²p,qp²} = 3q²p²`
  have e9 : comm (T (mono 3 0)) (T (mono 0 3)) = (I * ħ * 9) • T (mono 2 2) :=
    (dirac_mono h 3 0 0 3 (by omega) (by omega)).trans (by norm_num)
  have e3 : comm (T (mono 2 1)) (T (mono 1 2)) = (I * ħ * 3) • T (mono 2 2) :=
    (dirac_mono h 2 1 1 2 (by omega) (by omega)).trans (by norm_num)
  have hm := cubic_mismatch ccr
  rw [← q3, ← p3, ← qqp, ← qpp, e9, e3] at hm
  have e : (3 * (I * (ħ : ℂ)) ^ 3) • (1 : A) = 0 := by rw [← hm]; module
  have hk : 3 * (I * (ħ : ℂ)) ^ 3 ≠ 0 := mul_ne_zero (by norm_num)
    (pow_ne_zero 3 (mul_ne_zero Complex.I_ne_zero (by exact_mod_cast hħ)))
  have h10 : (1 : A) = 0 := by rw [← inv_smul_smul₀ hk (1 : A), e, smul_zero]
  exact one_ne_zero h10

/-- An algebraic form of Groenewold's theorem: for `ħ ≠ 0` and a nontrivial complex algebra, no
linear quantization of all polynomials in `q, p` has `T(1) = 1`, obeys Dirac's rule and is
irreducible, in the sense that only scalars commute with `Tq` and `Tp`. -/
theorem groenewold (A : Type*) [Ring A] [Algebra ℂ A] [Nontrivial A] {ħ : ℝ} (hħ : ħ ≠ 0) :
    ¬ ∃ T : Phase →ₗ[ℂ] A, T 1 = 1 ∧
      (∀ f g, comm (T f) (T g) = (I * ħ) • T (poisson f g)) ∧
      OnlyScalarsCommute (T (X 0)) (T (X 1)) := by
  rintro ⟨T, h1, h, hirr⟩
  exact groenewold_cubic hħ h1 (fun f g _ _ => h f g) (by simpa [mono] using hirr)

/-- The position operator acting algebraically on complex polynomials: multiplication by `x`. -/
def position : Module.End ℂ (Polynomial ℂ) := LinearMap.mulLeft ℂ Polynomial.X

/-- The momentum operator acting algebraically on complex polynomials: `-iħ d/dx`. -/
def momentum (ħ : ℝ) : Module.End ℂ (Polynomial ℂ) := (-(I * (ħ : ℂ))) • Polynomial.derivative

/-- For `ħ ≠ 0`, multiplication by `x` and `-iħ d/dx` on polynomials satisfy `[Q, P] = iħ`,
and only scalars commute with both. -/
theorem schrodinger_witness {ħ : ℝ} (hħ : ħ ≠ 0) :
    comm position (momentum ħ) = (I * (ħ : ℂ)) • (1 : Module.End ℂ (Polynomial ℂ)) ∧
    OnlyScalarsCommute position (momentum ħ) := by
  constructor
  · refine LinearMap.ext fun ψ => ?_
    change Polynomial.X * ((-(I * (ħ : ℂ))) • Polynomial.derivative ψ)
      - (-(I * (ħ : ℂ))) • Polynomial.derivative (Polynomial.X * ψ) = (I * (ħ : ℂ)) • ψ
    rw [Polynomial.derivative_mul, Polynomial.derivative_X, one_mul, mul_smul_comm]
    module
  · intro L hQ hP
    have hX : ∀ ψ, L (Polynomial.X * ψ) = Polynomial.X * L ψ :=
      fun ψ => LinearMap.congr_fun hQ ψ
    have e : L ((-(I * (ħ : ℂ))) • Polynomial.derivative 1) =
        (-(I * (ħ : ℂ))) • Polynomial.derivative (L 1) := LinearMap.congr_fun hP 1
    rw [Polynomial.derivative_one, smul_zero, map_zero] at e
    have hd : Polynomial.derivative (L 1) = 0 := (smul_eq_zero.mp e.symm).resolve_left
      (neg_ne_zero.mpr (mul_ne_zero Complex.I_ne_zero (by exact_mod_cast hħ)))
    have hc := Polynomial.eq_C_of_natDegree_eq_zero
      (Polynomial.derivative_eq_zero.mp hd)
    -- `L` is multiplication by the constant `L 1`
    have hn : ∀ n : ℕ, L (Polynomial.X ^ n) = Polynomial.X ^ n * L 1 := by
      intro n
      induction n with
      | zero => rw [pow_zero, one_mul]
      | succ n ih => rw [pow_succ', hX, ih, mul_assoc]
    have hL : ∀ ψ, L ψ = ψ * L 1 := by
      intro ψ
      induction ψ using Polynomial.induction_on' with
      | add f g hf hg => rw [map_add, hf, hg, add_mul]
      | monomial n a => rw [← Polynomial.smul_X_eq_monomial, map_smul, hn, smul_mul_assoc]
    refine ⟨(L 1).coeff 0, LinearMap.ext fun ψ => ?_⟩
    change L ψ = (L 1).coeff 0 • ψ
    calc L ψ = ψ * L 1 := hL ψ
      _ = ψ * Polynomial.C ((L 1).coeff 0) := congrArg (fun r => ψ * r) hc
      _ = (L 1).coeff 0 • ψ := by rw [Polynomial.smul_eq_C_mul, mul_comm]

end

end GroenewoldObstruction
```

```lean
#print axioms GroenewoldObstruction.groenewold
```

```
'GroenewoldObstruction.groenewold' depends on axioms: [propext, Classical.choice, Quot.sound]
```

## Scope of the algebraic theorem

`Phase` is the polynomial ring, with q = `X 0` and p = `X 1`; `mono a b` is qᵃpᵇ. `OnlyScalarsCommute` is the irreducibility condition. `sym` is half the anticommutator of two elements. `groenewold` is the statement above; `groenewold_cubic` is stronger, needing Dirac's rule only for f and g of degree at most three.

The algebra carries no adjoint, norm or Hilbert space. To apply the theorem to unbounded self-adjoint operators, one must supply a common invariant domain and establish the commutant condition in the resulting operator algebra.

`poisson_mono` differentiates by the Leibniz rule, and `dirac_mono` turns the result into commutators. `same_commutators` is the scalar-difference argument. `weyl_commutators` and `cubic_mismatch` move each Q left by rewriting, then `module` compares coefficients. In `quadratic_rules` and `cubic_rules`, the local step `cancel` divides by the nonzero factors of z.

`schrodinger_witness` shows that multiplication by x and −iħ d/dx on polynomials satisfy [Q,P] = iħ and are irreducible for ħ ≠ 0, so those two requirements are compatible. This is an algebraic example: nonzero polynomials are not square-integrable on the line, so they are not physical wave functions.

Two simple cases mark the boundary. With this Schrödinger pair, sending q², p² and qp to Q², P² and S together with T(1) = 1, T(q) = Q and T(p) = P, satisfies Dirac's rule for all f and g of degree at most two, so there is no obstruction up to that degree. If ħ = 0 were allowed, the theorem would fail: take A = ℂ and T(f) = f(0,0). Then T(1) = 1, both sides of Dirac's rule vanish, and every element is a scalar.
